# In an evenly spaced equal-mass chain with alternating positive springs, the long-wave acoustic coefficient is at most the clamped one, with equality only for equal springs

Take a chain of equal masses m, evenly spaced at rest and joined by springs that alternate between K1 and K2, both positive, and send a very long sound wave through it. If the atoms simply followed a plane wave, a soft spring and its stiff neighbour would be stretched by nearly the same amount and would pull with different forces. The two atoms in each cell therefore shift against each other, and the chain responds more softly.

With q the wavenumber times the cell length, I find for mass times squared acoustic frequency

W(q) = K1 + K2 − √(K1² + K2² + 2 K1 K2 cos q).

As q → 0, W(q)/q² should tend to K1 K2/(2(K1+K2)). Without the internal shift I get (K1+K2)/8, which should never be smaller, and should be equal only when K1 = K2. Can this be made rigorous and machine-checked, with W obtained from the chain's force constants and the clamped value computed from the same matrix?

## From the force constants to the relaxed and clamped coefficients

Yes. Call the atoms of a cell 0 and 1, joined by K1; spring K2 joins atom 1 to atom 0 of the next cell. Let the displacements in cell n be u0 e^(iqn) and u1 e^(iqn). Newton's equations give

mω² u0 = (K1+K2) u0 − (K1 + K2 e^(−iq)) u1

mω² u1 = −(K1 + K2 e^(iq)) u0 + (K1+K2) u1.

Write D(q) for the 2×2 matrix on the right, s = K1 + K2, and x = mω². Since e^(iq) + e^(−iq) = 2 cos q, the secular determinant is

det(x − D) = (x − s)² − R(q)², with R(q) = √(K1² + K2² + 2 K1 K2 cos q).

Its roots are s − R, the acoustic branch W, and s + R, the optical branch.

For the long-wave limit, rationalise the difference:

W = (s² − R²)/(s + R) = 2 K1 K2 (1 − cos q)/(s + R).

With sinc t = sin t / t and sinc 0 = 1, we have 1 − cos q = 2 sin²(q/2) = (q²/2) sinc²(q/2). Hence, for q ≠ 0,

W/q² = K1 K2 sinc²(q/2)/(s + R).

The right-hand side is continuous at q = 0, where R = s, so the limit is K1 K2/(2s).

For the clamped value, space the atoms evenly, half a cell apart, and impose the plane wave v = (1, e^(iq/2)). Its squared norm is 2, so the energy quotient is

C(q) = v†Dv/2 = s − Re[(K1 + K2 e^(−iq)) e^(iq/2)] = s (1 − cos(q/2)).

The same sinc identity at q/2 gives C/q² = (s/8) sinc²(q/4) → s/8.

The two branches can be compared at every q, because

R² − s² cos²(q/2) = (K1 − K2)² sin²(q/2) ≥ 0.

So R ≥ s cos(q/2), and therefore W ≤ C. After division by q², the difference C − W tends in the long-wave limit to

s/8 − K1 K2/(2s) = (s² − 4 K1 K2)/(8s) = (K1 − K2)²/(8s).

This is the softening due to internal relaxation. It is never negative and vanishes exactly when K1 = K2.

The plane wave must match the phase convention of the matrix. In D(q) both atoms of a cell carry the phase e^(iqn), so the half-cell offset has to appear in v. If v = (1, 1) is used, each cell moves rigidly, the K1 spring is never stretched, and the quotient becomes K2(1 − cos q). Its coefficient K2/2 depends on which spring was placed inside the cell, and for K1 = K2 = K it gives K/2 where the correct value is K/4.

Density functional perturbation theory meets the same distinction between clamped-ion and relaxed-ion elastic response; here it appears in a classical, harmonic, nearest-neighbour chain with one internal coordinate.

## What the Lean theorems say about the chain

`dynMatrix K1 K2 q` is D(q), a complex 2×2 matrix indexed by `Fin 2`, so its rows are atoms 0 and 1. It is not divided by the mass: its eigenvalues are mω². `splitting` is R, `acoustic` is W, `frozenWave` is the unnormalised v, and `clamped` is C, with the division by 2 accounting for the norm. The cell length is one, so q is a real, dimensionless number.

`secular_factorization` states that the determinant of x − D(q) is the product of the two branch factors for every complex x. This ties the formula for W to the matrix. The main theorem, `longwave_acoustic_coefficient`, assumes `0 < K1` and `0 < K2`, which stand for springs that resist stretching. It has three parts: W(q)/q² tends to K1 K2/(2(K1+K2)); that number is at most (K1+K2)/8; and the two are equal if and only if K1 = K2. The filter `𝓝[≠] 0` means that q approaches zero without taking the value zero. That (K1+K2)/8 really is the clamped coefficient is the content of `clamped_limit`, and `relaxation_limit` gives the long-wave limit of the difference between the clamped and acoustic branches, divided by q².

The matrix is the starting point: its derivation from Newton's equations for the infinite chain is not formalised. Unequal masses, further neighbours, anharmonic forces and long-range electric fields are absent from the model. So is uneven spacing, which can change the clamped coefficient: with atom 1 placed a fraction K2/(K1+K2) of the cell after atom 0, it would equal the relaxed one even for unequal springs.

Positivity matters. Keep K1 = 1 but let K2 = −2. Then s = −1 and R(0) = 1, so W(0) = −2 and W(q)/q² diverges to −∞. The stated limit would be 1 and the clamped coefficient −1/8, so the inequality fails as well. Physically the chain is unstable, and uniform translation, with frequency zero, now lies on the upper branch.

```lean
import Mathlib

open Matrix Filter Topology

namespace AlternatingChainLongWave

noncomputable section

/-- Force-constant matrix at wavenumber `q` of a chain of equal masses joined by alternating
springs `K1`, `K2`, with the unit cell as unit of length. -/
def dynMatrix (K1 K2 q : ℝ) : Matrix (Fin 2) (Fin 2) ℂ :=
  !![(K1 : ℂ) + K2, -(K1 + K2 * Complex.exp (-(q * Complex.I)));
     -(K1 + K2 * Complex.exp (q * Complex.I)), (K1 : ℂ) + K2]

/-- Half the separation between the upper and lower branches. -/
def splitting (K1 K2 q : ℝ) : ℝ :=
  √(K1 ^ 2 + K2 ^ 2 + 2 * K1 * K2 * Real.cos q)

/-- Lower branch, which is the acoustic one for positive springs: mass times squared frequency at
wavenumber `q`. -/
def acoustic (K1 K2 q : ℝ) : ℝ := K1 + K2 - splitting K1 K2 q

/-- Plane-wave displacement of the two atoms of a cell, placed half a cell apart. -/
def frozenWave (q : ℝ) : Fin 2 → ℂ :=
  ![1, Complex.exp ((q / 2 : ℝ) * Complex.I)]

/-- Clamped branch: the energy quotient of the force-constant matrix in the plane wave,
whose squared norm is two. -/
def clamped (K1 K2 q : ℝ) : ℝ :=
  (star (frozenWave q) ⬝ᵥ (dynMatrix K1 K2 q *ᵥ frozenWave q)).re / 2

private lemma phase_mul (t : ℝ) :
    Complex.exp (-(t * Complex.I)) * Complex.exp (t * Complex.I) = 1 := by
  rw [← Complex.exp_add, neg_add_cancel, Complex.exp_zero]

private lemma phase_add (t : ℝ) :
    Complex.exp (-(t * Complex.I)) + Complex.exp (t * Complex.I) = 2 * Complex.cos t := by
  rw [← neg_mul, Complex.exp_mul_I, Complex.exp_mul_I, Complex.cos_neg, Complex.sin_neg]
  ring

private lemma splitting_sq (K1 K2 q : ℝ) :
    splitting K1 K2 q ^ 2 = K1 ^ 2 + K2 ^ 2 + 2 * K1 * K2 * Real.cos q := by
  apply Real.sq_sqrt
  -- the radicand is the squared modulus of `K1 + K2 exp(iq)`
  have h : K1 ^ 2 + K2 ^ 2 + 2 * K1 * K2 * Real.cos q
      = (K1 + K2 * Real.cos q) ^ 2 + (K2 * Real.sin q) ^ 2 := by
    linear_combination (-K2 ^ 2) * Real.sin_sq_add_cos_sq q
  rw [h]
  positivity

private lemma one_sub_cos (q : ℝ) :
    1 - Real.cos q = q ^ 2 / 2 * Real.sinc (q / 2) ^ 2 := by
  by_cases hq : q = 0
  · simp [hq]
  have h1 : Real.cos q = 2 * Real.cos (q / 2) ^ 2 - 1 := by
    rw [← Real.cos_two_mul]
    congr 1
    ring
  have h2 := Real.sin_sq_add_cos_sq (q / 2)
  have hq2 : q / 2 ≠ 0 := div_ne_zero hq two_ne_zero
  have h3 : Real.sin (q / 2) = q / 2 * Real.sinc (q / 2) := by
    rw [Real.sinc_of_ne_zero hq2]
    exact (mul_div_cancel₀ _ hq2).symm
  linear_combination -h1 - 2 * h2 + 2 * (Real.sin (q / 2) + q / 2 * Real.sinc (q / 2)) * h3

/-- The secular determinant of the chain factors into the lower branch `acoustic` and the upper
branch. -/
theorem secular_factorization (K1 K2 q : ℝ) (x : ℂ) :
    (x • (1 : Matrix (Fin 2) (Fin 2) ℂ) - dynMatrix K1 K2 q).det
      = (x - acoustic K1 K2 q) * (x - (K1 + K2 + splitting K1 K2 q)) := by
  have hM : x • (1 : Matrix (Fin 2) (Fin 2) ℂ) - dynMatrix K1 K2 q
      = !![x - (K1 + K2), K1 + K2 * Complex.exp (-(q * Complex.I));
           K1 + K2 * Complex.exp (q * Complex.I), x - (K1 + K2)] := by
    ext i j
    fin_cases i <;> fin_cases j <;> simp [dynMatrix]
  have hR : (splitting K1 K2 q : ℂ) ^ 2
      = K1 ^ 2 + K2 ^ 2 + 2 * K1 * K2 * Complex.cos q := by
    rw [← Complex.ofReal_cos]
    exact_mod_cast splitting_sq K1 K2 q
  rw [hM, Matrix.det_fin_two_of, acoustic]
  push_cast
  linear_combination hR - (K2 : ℂ) ^ 2 * phase_mul q - (K1 : ℂ) * K2 * phase_add q

/-- The clamped branch depends on the two springs only through their sum. -/
theorem clamped_eq (K1 K2 q : ℝ) :
    clamped K1 K2 q = (K1 + K2) * (1 - Real.cos (q / 2)) := by
  have hs : star (Complex.exp ((q / 2 : ℝ) * Complex.I))
      = Complex.exp (-((q / 2 : ℝ) * Complex.I)) := by
    change (starRingEnd ℂ) _ = _
    rw [← Complex.exp_conj, map_mul, Complex.conj_ofReal, Complex.conj_I, mul_neg]
  have hE : Complex.exp (-(q * Complex.I))
      = Complex.exp (-((q / 2 : ℝ) * Complex.I)) ^ 2 := by
    rw [pow_two, ← Complex.exp_add]
    congr 1
    push_cast
    ring
  have hF : Complex.exp (q * Complex.I) = Complex.exp ((q / 2 : ℝ) * Complex.I) ^ 2 := by
    rw [pow_two, ← Complex.exp_add]
    congr 1
    push_cast
    ring
  have key : star (frozenWave q) ⬝ᵥ (dynMatrix K1 K2 q *ᵥ frozenWave q)
      = ((2 * (K1 + K2) * (1 - Real.cos (q / 2)) : ℝ) : ℂ) := by
    simp only [dotProduct, Matrix.mulVec, Fin.sum_univ_two]
    change star (1 : ℂ) * (((K1 : ℂ) + K2) * 1
        + -(K1 + K2 * Complex.exp (-(q * Complex.I))) * Complex.exp ((q / 2 : ℝ) * Complex.I))
      + star (Complex.exp ((q / 2 : ℝ) * Complex.I))
        * (-(K1 + K2 * Complex.exp (q * Complex.I)) * 1
          + ((K1 : ℂ) + K2) * Complex.exp ((q / 2 : ℝ) * Complex.I)) = _
    rw [star_one, hs, hE, hF]
    have h1 := phase_mul (q / 2)
    have h2 := phase_add (q / 2)
    rw [← Complex.ofReal_cos] at h2
    generalize Complex.exp (-((q / 2 : ℝ) * Complex.I)) = h at *
    generalize Complex.exp ((q / 2 : ℝ) * Complex.I) = g at *
    generalize Real.cos (q / 2) = c at *
    push_cast
    linear_combination ((K1 : ℂ) + K2 - K2 * (h + g)) * h1 - ((K1 : ℂ) + K2) * h2
  rw [clamped, key, Complex.ofReal_re]
  ring

/-- At every wavenumber the lower branch `acoustic` lies at or below the clamped branch. -/
theorem acoustic_le_clamped (K1 K2 q : ℝ) : acoustic K1 K2 q ≤ clamped K1 K2 q := by
  have hc : Real.cos q = 2 * Real.cos (q / 2) ^ 2 - 1 := by
    rw [← Real.cos_two_mul]
    congr 1
    ring
  have h : ((K1 + K2) * Real.cos (q / 2)) ^ 2
      ≤ K1 ^ 2 + K2 ^ 2 + 2 * K1 * K2 * Real.cos q := by
    have hp := mul_nonneg (sq_nonneg (K1 - K2)) (sq_nonneg (Real.sin (q / 2)))
    rw [Real.sin_sq] at hp
    rw [hc]
    linarith
  have hR : (K1 + K2) * Real.cos (q / 2) ≤ splitting K1 K2 q :=
    (le_abs_self _).trans (Real.abs_le_sqrt h)
  rw [clamped_eq, acoustic]
  linarith

/-- Long-wave limit of the acoustic branch divided by the squared wavenumber. -/
theorem acoustic_limit {K1 K2 : ℝ} (h1 : 0 < K1) (h2 : 0 < K2) :
    Tendsto (fun q => acoustic K1 K2 q / q ^ 2) (𝓝[≠] 0)
      (𝓝 (K1 * K2 / (2 * (K1 + K2)))) := by
  have hpos (q : ℝ) : K1 + K2 + splitting K1 K2 q ≠ 0 := by
    have : 0 ≤ splitting K1 K2 q := Real.sqrt_nonneg _
    positivity
  have hS : Continuous (fun q => splitting K1 K2 q) := by
    unfold splitting
    fun_prop
  have hsinc : Continuous (fun q : ℝ => Real.sinc (q / 2)) :=
    Real.continuous_sinc.comp (continuous_id.div_const 2)
  have hcont : Continuous (fun q =>
      K1 * K2 * Real.sinc (q / 2) ^ 2 / (K1 + K2 + splitting K1 K2 q)) :=
    (continuous_const.mul (hsinc.pow 2)).div (continuous_const.add hS) hpos
  have h0 : splitting K1 K2 0 = K1 + K2 := by
    rw [splitting, Real.cos_zero,
      show K1 ^ 2 + K2 ^ 2 + 2 * K1 * K2 * 1 = (K1 + K2) ^ 2 by ring]
    exact Real.sqrt_sq (by positivity)
  have hlim := (hcont.tendsto 0).mono_left (nhdsWithin_le_nhds (s := {0}ᶜ))
  rw [h0, zero_div, Real.sinc_zero, one_pow, mul_one, ← two_mul] at hlim
  refine hlim.congr' ?_
  filter_upwards [self_mem_nhdsWithin] with q hq
  have hq0 : q ≠ 0 := hq
  -- rationalise the difference of the square root and the spring sum
  rw [div_eq_div_iff (hpos q) (pow_ne_zero 2 hq0), acoustic]
  linear_combination splitting_sq K1 K2 q - 2 * K1 * K2 * one_sub_cos q

/-- Long-wave limit of the clamped branch divided by the squared wavenumber. -/
theorem clamped_limit (K1 K2 : ℝ) :
    Tendsto (fun q => clamped K1 K2 q / q ^ 2) (𝓝[≠] 0) (𝓝 ((K1 + K2) / 8)) := by
  have hsinc : Continuous (fun q : ℝ => Real.sinc (q / 2 / 2)) :=
    Real.continuous_sinc.comp ((continuous_id.div_const 2).div_const 2)
  have hcont : Continuous (fun q : ℝ => (K1 + K2) / 8 * Real.sinc (q / 2 / 2) ^ 2) :=
    continuous_const.mul (hsinc.pow 2)
  have hlim := (hcont.tendsto 0).mono_left (nhdsWithin_le_nhds (s := {0}ᶜ))
  rw [zero_div, zero_div, Real.sinc_zero, one_pow, mul_one] at hlim
  refine hlim.congr' ?_
  filter_upwards [self_mem_nhdsWithin] with q hq
  have hq0 : q ≠ 0 := hq
  rw [clamped_eq, one_sub_cos, eq_div_iff (pow_ne_zero 2 hq0)]
  ring

/-- The clamped branch minus the acoustic branch, divided by the squared wavenumber, tends to
a term quadratic in the difference of the springs. -/
theorem relaxation_limit {K1 K2 : ℝ} (h1 : 0 < K1) (h2 : 0 < K2) :
    Tendsto (fun q => (clamped K1 K2 q - acoustic K1 K2 q) / q ^ 2) (𝓝[≠] 0)
      (𝓝 ((K1 - K2) ^ 2 / (8 * (K1 + K2)))) := by
  have hgap : (K1 + K2) / 8 - K1 * K2 / (2 * (K1 + K2))
      = (K1 - K2) ^ 2 / (8 * (K1 + K2)) := by
    have : K1 + K2 ≠ 0 := by positivity
    field_simp
    ring
  rw [← hgap]
  simp only [sub_div]
  exact (clamped_limit K1 K2).sub (acoustic_limit h1 h2)

/-- The long-wave acoustic coefficient is `K1 K2 / (2 (K1 + K2))`; it is at most the clamped
coefficient `(K1 + K2) / 8`, with equality exactly for equal springs. -/
theorem longwave_acoustic_coefficient {K1 K2 : ℝ} (h1 : 0 < K1) (h2 : 0 < K2) :
    Tendsto (fun q => acoustic K1 K2 q / q ^ 2) (𝓝[≠] 0)
        (𝓝 (K1 * K2 / (2 * (K1 + K2))))
      ∧ K1 * K2 / (2 * (K1 + K2)) ≤ (K1 + K2) / 8
      ∧ (K1 * K2 / (2 * (K1 + K2)) = (K1 + K2) / 8 ↔ K1 = K2) := by
  refine ⟨acoustic_limit h1 h2, ?_, ?_⟩
  · rw [div_le_div_iff₀ (by positivity) (by norm_num)]
    nlinarith [sq_nonneg (K1 - K2)]
  · rw [div_eq_div_iff (by positivity) (by norm_num)]
    constructor
    · intro h
      have hsq : (K1 - K2) ^ 2 = 0 := by linear_combination (-1 / 2) * h
      exact sub_eq_zero.mp (pow_eq_zero_iff two_ne_zero |>.mp hsq)
    · rintro rfl
      ring

end

end AlternatingChainLongWave
```

```lean
#print axioms AlternatingChainLongWave.secular_factorization
#print axioms AlternatingChainLongWave.acoustic_le_clamped
#print axioms AlternatingChainLongWave.relaxation_limit
#print axioms AlternatingChainLongWave.longwave_acoustic_coefficient
```

```
'AlternatingChainLongWave.secular_factorization' depends on axioms: [propext, Classical.choice, Quot.sound]
'AlternatingChainLongWave.acoustic_le_clamped' depends on axioms: [propext, Classical.choice, Quot.sound]
'AlternatingChainLongWave.relaxation_limit' depends on axioms: [propext, Classical.choice, Quot.sound]
'AlternatingChainLongWave.longwave_acoustic_coefficient' depends on axioms: [propext, Classical.choice, Quot.sound]
```

## How the proof follows the algebra

Four private lemmas supply the identities. `phase_mul` and `phase_add` give the product and the sum of e^(it) and e^(−it). `splitting_sq` recovers R² from the square root; this needs a nonnegative radicand, which the lemma obtains by writing it as the squared modulus of K1 + K2 e^(iq). `one_sub_cos` is the sinc identity, with q = 0 treated separately.

In `secular_factorization`, the matrix x − D is written out entry by entry and its determinant expanded. The closing `linear_combination` adds the formula for R² and the two phase identities with the coefficients that the expansion by hand would produce.

`clamped_eq` evaluates the energy quotient. It writes e^(±iq) as squares of e^(±iq/2), then replaces the half-angle exponentials and the cosine by plain variables. What remains is polynomial algebra, settled by the two phase identities.

`acoustic_le_clamped` starts from the nonnegative product (K1 − K2)² sin²(q/2), derives s² cos²(q/2) ≤ R², and takes the square root with `Real.abs_le_sqrt`. It needs no sign condition on the springs.

`acoustic_limit` first proves that the rationalised expression K1 K2 sinc²(q/2)/(s + R) is continuous; positivity of the springs keeps the denominator away from zero. Its value at q = 0 gives the limit. The step `hlim.congr'` transfers this limit to W/q², since the two functions agree for q ≠ 0; that agreement is checked by cross-multiplying and using `splitting_sq` and `one_sub_cos`. `clamped_limit` follows the same pattern with sinc(q/4), written `Real.sinc (q / 2 / 2)`, and `relaxation_limit` subtracts the two limits.

The main theorem takes its first part from `acoustic_limit`. For the inequality, clearing the positive denominators leaves a statement that `nlinarith` derives from (K1 − K2)² ≥ 0. For the equality case, the same cross-multiplication turns equal coefficients into (K1 − K2)² = 0, hence K1 = K2; the converse is direct substitution.
